# The norm of a polynomial in $a^\dagger$ acting on a finite single-mode state, and its lower bound

A single bosonic mode, such as a cavity field or a vibration, holds a superposition of finitely many number states. A polynomial $p(a^\dagger)$ in the creation operator acts on it, and the result has to be normalised. Its terms can interfere, so how small can its norm become?

Write the state as $q(a^\dagger)|0\rangle$ with a complex polynomial $q=\sum_m q_m X^m$. Then $a^\dagger$ is multiplication by $X$, and $a$ is the derivative $D=d/dX$. Since $(a^\dagger)^m|0\rangle=\sqrt{m!}\,|m\rangle$, the amplitude on the normalised state $|m\rangle$ is $\sqrt{m!}\,q_m$, and the squared norm is
$$\|q\|^2=\sum_m m!\,|q_m|^2 .$$

Let $n=\deg p$, let $p^{(k)}$ be the $k$-th derivative of $p$, and let $r_k$ be $p^{(k)}$ with its coefficients conjugated. Then
$$\|pq\|^2=\sum_{k=0}^{n}\frac{\|r_k(D)q\|^2}{k!}\;\ge\; n!\,|p_n|^2\,\|q\|^2 .$$
Equality holds exactly when $r_k(D)q=0$ for every $k<n$.

The smallest case with content is $p=X$, where $r_0=X$ and $r_1=1$. The identity becomes $\|Xq\|^2=\|Dq\|^2+\|q\|^2$, which is $\langle aa^\dagger\rangle=\langle a^\dagger a\rangle+1$ for a normalised state. Equality in the bound then requires $Dq=0$, so a nonzero $q$ must be a multiple of the vacuum.

## Normalisation and the basis cutoff

A code that prepares a one-mode state by applying $p(a^\dagger)$ and then normalising divides by $\|pq\|$. For normalised $q$ with finitely many quanta, this divisor is at least $\sqrt{n!}\,|p_n|$ in exact arithmetic. Interference between the terms of $p$ cannot bring it to zero unless $p=0$.

The stored basis must have room for the product, up to level $\deg p+\deg q$. Suppose that only the levels 0 and 1 are kept, and take $p=q=X$. The truncated creation matrix sends $|1\rangle$ to zero, whereas the bound demands a squared norm of at least 1 and the exact value is $\|X^2\|^2=2$. Comparing the two sides of the bound can therefore expose a cutoff that is too low, although passing the comparison does not show that the cutoff is adequate.

## Moving $p$ across the inner product and back

Define $\langle u,v\rangle=\sum_m m!\,\overline{u_m}\,v_m$, so that $\|q\|^2=\langle q,q\rangle$. Conjugating each term gives $\overline{\langle u,v\rangle}=\langle v,u\rangle$.

**Adjoint.** For $m\ge1$,
$$\langle Xu,X^m\rangle=m!\,\overline{u_{m-1}}=m\,(m-1)!\,\overline{u_{m-1}}=\langle u,DX^m\rangle,$$
and for $m=0$ both sides vanish. By linearity $\langle Xu,v\rangle=\langle u,Dv\rangle$. Repeating this for each power in $p$, and taking the coefficients out of the first slot as conjugates, gives
$$\langle pu,v\rangle=\langle u,\bar p(D)v\rangle,$$
where $\bar p$ is $p$ with conjugated coefficients.

**Reordering.** For polynomials $f,g$ and any $N\ge\deg g$,
$$f(D)(gq)=\sum_{k=0}^{N}\frac{1}{k!}\,g^{(k)}\,f^{(k)}(D)q .$$
For constant $f$ only $k=0$ survives, and both sides are additive in $f$. It remains to pass from $f$ to $Xf$. Applying $D$ to the formula for $f$ gives
$$\sum_{k=0}^{N}\frac{1}{k!}\left[g^{(k+1)}f^{(k)}(D)q+g^{(k)}Df^{(k)}(D)q\right].$$
In the first part the term $k=N$ vanishes, because $g^{(N+1)}=0$. Shifting the index of the rest turns that part into
$$\sum_{k=1}^{N}\frac{1}{k!}\,g^{(k)}\,k\,f^{(k-1)}(D)q .$$
Since $(Xf)^{(k)}=Xf^{(k)}+k f^{(k-1)}$ for $k\ge1$, and the $k=0$ term is $g\,(Xf)(D)q$, the two parts add up to the formula for $Xf$.

**Identity.** Take $f=\bar p$, $g=p$ and $N=n$. Then $f^{(k)}=r_k$, and
$$\|pq\|^2=\langle q,\bar p(D)(pq)\rangle=\sum_{k=0}^{n}\frac{1}{k!}\langle q,p^{(k)}r_k(D)q\rangle .$$
Conjugate symmetry and the adjoint rule give $\langle q,p^{(k)}w\rangle=\langle r_k(D)q,w\rangle$. With $w=r_k(D)q$, each term is $\|r_k(D)q\|^2/k!$.

**Bound.** Since $p^{(n)}=n!\,p_n$ is constant, $r_n(D)q=n!\,\overline{p_n}\,q$, and the last term is
$$\frac{(n!)^2|p_n|^2\|q\|^2}{n!}=n!\,|p_n|^2\|q\|^2 .$$
The others are non-negative, which proves the bound. Equality forces each of them to vanish, and a polynomial of zero norm is zero because every weight $m!$ is positive. For $p=p_nX^n$ and $q=c$ constant, both sides equal $n!\,|p_n|^2|c|^2$.

For $n\ge1$ and $q\ne0$ this is the only case of equality. The condition for $k=n-1$ reads $n\,\overline{p_n}\,Dq=-\overline{p_{n-1}}\,q$. Since $Dq$ has lower degree than $q$ or vanishes, both sides must be zero, so $q$ is constant. Then $r_k(D)q=k!\,\overline{p_k}\,q$, and the conditions give $p_k=0$ for every $k<n$. For any other $p$ of degree at least 1, or any other nonzero $q$, the bound is strict.

## The Lean file

```lean
import Mathlib

open Polynomial
open scoped Nat ComplexConjugate

namespace BargmannProduct

noncomputable section

/-- The Bargmann form `∑ n! conj(pₙ) qₙ` of two polynomial states, linear in the second. -/
def bargmannForm (p : ℂ[X]) : ℂ[X] →ₗ[ℂ] ℂ :=
  lsum fun n => LinearMap.mulLeft ℂ ((n ! : ℂ) * conj (p.coeff n))

/-- The squared Bargmann norm `∑ n! |qₙ|²` of a polynomial state. -/
def bargmannNormSq (q : ℂ[X]) : ℝ := ∑ n ∈ q.support, (n ! : ℝ) * ‖q.coeff n‖ ^ 2

/-- The operator `r(D)`: the polynomial `r` in the annihilation operator `D = d/dX`. -/
def diffOp : ℂ[X] →ₐ[ℂ] Module.End ℂ ℂ[X] :=
  aeval (R := ℂ) (A := Module.End ℂ ℂ[X]) derivative

/-- The `k`-th derivative of `p` with conjugated coefficients. -/
def conjDeriv (p : ℂ[X]) (k : ℕ) : ℂ[X] := (derivative^[k] p).map (starRingEnd ℂ)

/-- The Bargmann form may be summed over any finite set of levels containing those
occupied in the second state. -/
theorem bargmannForm_eq_sum {s : Finset ℕ} (p q : ℂ[X]) (h : q.support ⊆ s) :
    bargmannForm p q = ∑ n ∈ s, (n ! : ℂ) * conj (p.coeff n) * q.coeff n := by
  have e : bargmannForm p q
      = ∑ n ∈ q.support, (n ! : ℂ) * conj (p.coeff n) * q.coeff n := rfl
  rw [e]
  exact Finset.sum_subset h fun n _ hn => by rw [notMem_support_iff.mp hn, mul_zero]

/-- The Bargmann form is Hermitian. -/
theorem bargmannForm_conj_symm (p q : ℂ[X]) :
    conj (bargmannForm p q) = bargmannForm q p := by
  rw [bargmannForm_eq_sum (s := p.support ∪ q.support) p q Finset.subset_union_right,
    bargmannForm_eq_sum (s := p.support ∪ q.support) q p Finset.subset_union_left, map_sum]
  refine Finset.sum_congr rfl fun n _ => ?_
  simp only [map_mul, Complex.conj_conj, map_natCast]
  ring

/-- Multiplication by `p` has as adjoint the differential operator `p̄(D)`, where `p̄` is
`p` with conjugated coefficients. -/
theorem bargmannForm_mul (p u v : ℂ[X]) :
    bargmannForm (p * u) v = bargmannForm u (diffOp (p.map (starRingEnd ℂ)) v) := by
  have e : ∀ (w : ℂ[X]) (n : ℕ) (c : ℂ),
      bargmannForm w (monomial n c) = (n ! : ℂ) * conj (w.coeff n) * c := by
    intro w n c
    rw [bargmannForm_eq_sum (s := {n}) w (monomial n c) (by apply support_monomial_subset),
      Finset.sum_singleton, coeff_monomial, if_pos rfl]
  -- the creation operator `X` is adjoint to the annihilation operator `D`
  have hX : ∀ w z : ℂ[X], bargmannForm (X * w) z = bargmannForm w (derivative z) := by
    intro w z
    induction z using Polynomial.induction_on' with
    | add a b ha hb => simp only [map_add, ha, hb]
    | monomial n c =>
      rw [derivative_monomial, e, e]
      cases n with
      | zero => simp
      | succ n =>
        rw [coeff_X_mul, Nat.add_sub_cancel, Nat.factorial_succ]
        push_cast
        ring
  induction p using Polynomial.induction_on generalizing v with
  | C a =>
    have h : diffOp ((C a).map (starRingEnd ℂ)) v = conj a • v := by
      rw [map_C]
      simp [diffOp]
    rw [h, ← smul_eq_C_mul, ← bargmannForm_conj_symm, map_smul, smul_eq_mul, map_mul,
      bargmannForm_conj_symm, map_smul, smul_eq_mul]
  | add a b ha hb =>
    rw [add_mul, ← bargmannForm_conj_symm, map_add, map_add, bargmannForm_conj_symm,
      bargmannForm_conj_symm, ha, hb, Polynomial.map_add, map_add, LinearMap.add_apply,
      map_add]
  | monomial n a ih =>
    have h1 : C a * X ^ (n + 1) * u = X * (C a * X ^ n * u) := by ring
    have h2 : C a * X ^ (n + 1) = C a * X ^ n * X := by ring
    have h3 : diffOp X v = derivative v := by simp [diffOp]
    rw [h1, hX, ih, h2, Polynomial.map_mul (p := C a * X ^ n), map_X, map_mul,
      Module.End.mul_apply, h3]

/-- Reordering of ladder operators: `f(D)` acting on a product `g q` equals
`∑ₖ g⁽ᵏ⁾ f⁽ᵏ⁾(D) q / k!`, with `k` running up to any bound on the degree of `g`. -/
theorem diffOp_mul (f g q : ℂ[X]) {N : ℕ} (hN : g.natDegree ≤ N) :
    diffOp f (g * q) = ∑ k ∈ Finset.range (N + 1),
      (k ! : ℂ)⁻¹ • (derivative^[k] g * diffOp (derivative^[k] f) q) := by
  have hX : ∀ r w : ℂ[X], diffOp (X * r) w = derivative (diffOp r w) :=
    fun r w => by simp [diffOp]
  have hD : ∀ (k : ℕ) (h : ℂ[X]), derivative (derivative^[k] h) = derivative^[k + 1] h :=
    fun k h => (Function.iterate_succ_apply' _ _ _).symm
  have hXD : ∀ (k : ℕ) (h : ℂ[X]), derivative^[k + 1] (X * h)
      = X * derivative^[k + 1] h + ((k : ℂ) + 1) • derivative^[k] h := by
    intro k h
    induction k with
    | zero => simp [derivative_mul, add_comm]
    | succ k ih =>
      rw [← hD (k + 1) (X * h), ih, map_add, map_smul, derivative_mul, derivative_X, one_mul]
      simp only [hD]
      push_cast
      module
  induction f using Polynomial.induction_on with
  | C a =>
    have hC : ∀ w : ℂ[X], diffOp (C a) w = a • w := fun w => by simp [diffOp]
    have h0 : ∀ k : ℕ, derivative^[k + 1] (C a) = 0 := fun k => by
      rw [Function.iterate_succ_apply, derivative_C, iterate_derivative_zero]
    rw [Finset.sum_range_succ']
    simp only [h0, hC, map_zero, LinearMap.zero_apply, mul_zero, smul_zero,
      Finset.sum_const_zero, zero_add, Function.iterate_zero, id_eq, Nat.factorial_zero,
      Nat.cast_one, inv_one, one_smul, mul_smul_comm]
  | add a b ha hb =>
    simp only [map_add, LinearMap.add_apply, ha, hb, iterate_map_add, mul_add,
      smul_add, Finset.sum_add_distrib]
  | monomial n a ih =>
    have e : C a * X ^ (n + 1) = X * (C a * X ^ n) := by ring
    rw [e]
    generalize C a * X ^ n = f at ih ⊢
    have hL : ∀ k : ℕ,
        derivative ((k ! : ℂ)⁻¹ • (derivative^[k] g * diffOp (derivative^[k] f) q))
        = (k ! : ℂ)⁻¹ • (derivative^[k + 1] g * diffOp (derivative^[k] f) q)
          + (k ! : ℂ)⁻¹ • (derivative^[k] g * derivative (diffOp (derivative^[k] f) q)) := by
      intro k
      rw [map_smul, derivative_mul, hD, smul_add]
    -- the boundary term carries a derivative of `g` beyond its degree
    rw [hX, ih, map_sum, Finset.sum_congr rfl fun k _ => hL k, Finset.sum_add_distrib,
      Finset.sum_range_succ, iterate_derivative_eq_zero (Nat.lt_succ_of_le hN), zero_mul,
      smul_zero, add_zero, Finset.sum_range_succ', Finset.sum_range_succ', ← add_assoc,
      ← Finset.sum_add_distrib]
    congr 1
    · refine Finset.sum_congr rfl fun k _ => ?_
      have hk : ((k + 1)! : ℂ)⁻¹ * ((k : ℂ) + 1) = (k ! : ℂ)⁻¹ := by
        have h1 : (k : ℂ) + 1 ≠ 0 := Nat.cast_add_one_ne_zero k
        have h2 : (k ! : ℂ) ≠ 0 := by exact_mod_cast k.factorial_ne_zero
        rw [Nat.factorial_succ]
        push_cast
        field_simp
      rw [hXD, map_add, map_smul, LinearMap.add_apply, LinearMap.smul_apply, hX, mul_add,
        mul_smul_comm, smul_add, smul_smul, hk]
      exact add_comm _ _
    · simp only [Function.iterate_zero, id_eq, hX]

/-- The squared Bargmann norm is the Bargmann form of a state with itself. -/
theorem bargmannNormSq_eq (q : ℂ[X]) : (bargmannNormSq q : ℂ) = bargmannForm q q := by
  rw [bargmannForm_eq_sum q q (Finset.Subset.refl _), bargmannNormSq]
  push_cast
  refine Finset.sum_congr rfl fun n _ => ?_
  rw [mul_assoc, Complex.conj_mul']

/-- The squared Bargmann norm of a product `p q` is the sum over `k ≤ deg p` of
`‖rₖ(D) q‖² / k!`, where `rₖ` is the `k`-th derivative of `p` with conjugated coefficients. -/
theorem bargmannNormSq_mul (p q : ℂ[X]) :
    bargmannNormSq (p * q) = ∑ k ∈ Finset.range (p.natDegree + 1),
      bargmannNormSq (diffOp (conjDeriv p k) q) / (k ! : ℝ) := by
  apply Complex.ofReal_injective
  rw [bargmannNormSq_eq, bargmannForm_mul, diffOp_mul _ p q le_rfl, map_sum,
    Complex.ofReal_sum]
  refine Finset.sum_congr rfl fun k _ => ?_
  -- move the factor `p⁽ᵏ⁾` back to the other side of the form
  rw [map_smul, iterate_derivative_map, ← bargmannForm_conj_symm, bargmannForm_mul,
    bargmannForm_conj_symm, Complex.ofReal_div, Complex.ofReal_natCast, bargmannNormSq_eq,
    smul_eq_mul, conjDeriv, div_eq_inv_mul]

/-- The squared norm of `p q` with the term of order `n = deg p` written out as
`n! |pₙ|² ‖q‖²`. -/
theorem bargmannNormSq_mul_split (p q : ℂ[X]) :
    bargmannNormSq (p * q) = ∑ k ∈ Finset.range p.natDegree,
        bargmannNormSq (diffOp (conjDeriv p k) q) / (k ! : ℝ)
      + (p.natDegree ! : ℝ) * ‖p.leadingCoeff‖ ^ 2 * bargmannNormSq q := by
  have hs : ∀ c : ℂ, bargmannNormSq (c • q) = ‖c‖ ^ 2 * bargmannNormSq q := by
    intro c
    apply Complex.ofReal_injective
    rw [bargmannNormSq_eq, map_smul, ← bargmannForm_conj_symm, map_smul, smul_eq_mul,
      smul_eq_mul, map_mul, bargmannForm_conj_symm, ← mul_assoc, Complex.mul_conj',
      Complex.ofReal_mul, Complex.ofReal_pow, bargmannNormSq_eq]
  -- the derivative of order `deg p` is a constant
  have hd : derivative^[p.natDegree] p = C ((p.natDegree ! : ℂ) * p.leadingCoeff) := by
    ext m
    rw [coeff_iterate_derivative, coeff_C]
    cases m with
    | zero => rw [zero_add, Nat.descFactorial_self, if_pos rfl, nsmul_eq_mul, coeff_natDegree]
    | succ m =>
      rw [coeff_eq_zero_of_natDegree_lt (by omega), smul_zero, if_neg (Nat.succ_ne_zero m)]
  have ht : diffOp (conjDeriv p p.natDegree) q
      = conj ((p.natDegree ! : ℂ) * p.leadingCoeff) • q := by
    have hC : ∀ b : ℂ, diffOp (C b) q = b • q := fun b => by simp [diffOp]
    rw [conjDeriv, hd, map_C, hC]
  have hf : (p.natDegree ! : ℝ) ≠ 0 := by exact_mod_cast p.natDegree.factorial_ne_zero
  rw [bargmannNormSq_mul, Finset.sum_range_succ, ht, hs, RCLike.norm_conj, norm_mul,
    Complex.norm_natCast]
  congr 1
  field_simp

/-- With `n = deg p`, the product satisfies `‖p q‖² ≥ n! |pₙ|² ‖q‖²`, and equality holds
exactly when `rₖ(D) q = 0` for every `k < n`. -/
theorem bargmannNormSq_mul_ge (p q : ℂ[X]) :
    (p.natDegree ! : ℝ) * ‖p.leadingCoeff‖ ^ 2 * bargmannNormSq q ≤ bargmannNormSq (p * q) ∧
    (bargmannNormSq (p * q) = (p.natDegree ! : ℝ) * ‖p.leadingCoeff‖ ^ 2 * bargmannNormSq q ↔
      ∀ k < p.natDegree, diffOp (conjDeriv p k) q = 0) := by
  have hn : ∀ w : ℂ[X], 0 ≤ bargmannNormSq w :=
    fun w => Finset.sum_nonneg fun n _ => by positivity
  have hz : ∀ w : ℂ[X], bargmannNormSq w = 0 → w = 0 := by
    intro w hw
    ext n
    by_contra hc
    have hc' : w.coeff n ≠ 0 := by simpa using hc
    have h1 := (Finset.sum_eq_zero_iff_of_nonneg (fun n _ => by positivity)).mp hw n
      (mem_support_iff.mpr hc')
    have h2 : 0 < (n ! : ℝ) * ‖w.coeff n‖ ^ 2 :=
      mul_pos (by exact_mod_cast n.factorial_pos) (pow_pos (norm_pos_iff.mpr hc') 2)
    exact h2.ne' h1
  have ht : ∀ k ∈ Finset.range p.natDegree,
      0 ≤ bargmannNormSq (diffOp (conjDeriv p k) q) / (k ! : ℝ) :=
    fun k _ => div_nonneg (hn _) (Nat.cast_nonneg _)
  have hsum := Finset.sum_nonneg ht
  rw [bargmannNormSq_mul_split]
  refine ⟨by linarith, fun h k hk => ?_, fun h => ?_⟩
  · have h0 := (Finset.sum_eq_zero_iff_of_nonneg ht).mp (by linarith) k
      (Finset.mem_range.mpr hk)
    have hf : (k ! : ℝ) ≠ 0 := by exact_mod_cast k.factorial_ne_zero
    exact hz _ ((div_eq_zero_iff.mp h0).resolve_right hf)
  · rw [Finset.sum_eq_zero, zero_add]
    intro k hk
    rw [h k (Finset.mem_range.mp hk)]
    simp [bargmannNormSq]

/-- For a monomial `a Xⁿ` times a constant `c`, the squared norm of the product is exactly
`n! |a|²` times the squared norm of `c`. -/
theorem bargmannNormSq_monomial_mul_C (n : ℕ) (a c : ℂ) :
    bargmannNormSq (monomial n a * C c) = (n ! : ℝ) * ‖a‖ ^ 2 * bargmannNormSq (C c) := by
  have m : ∀ (j : ℕ) (b : ℂ), bargmannNormSq (monomial j b) = (j ! : ℝ) * ‖b‖ ^ 2 := by
    intro j b
    by_cases hb : b = 0
    · simp [hb, bargmannNormSq]
    · rw [bargmannNormSq, support_monomial j hb, Finset.sum_singleton, coeff_monomial,
        if_pos rfl]
  rw [← monomial_zero_left, monomial_mul_monomial, add_zero, m, m, norm_mul,
    Nat.factorial_zero, Nat.cast_one]
  ring

end

end BargmannProduct
```

```lean
#print axioms BargmannProduct.bargmannNormSq_eq
#print axioms BargmannProduct.bargmannNormSq_mul_ge
#print axioms BargmannProduct.bargmannNormSq_monomial_mul_C
```

```
'BargmannProduct.bargmannNormSq_eq' depends on axioms: [propext, Classical.choice, Quot.sound]
'BargmannProduct.bargmannNormSq_mul_ge' depends on axioms: [propext, Classical.choice, Quot.sound]
'BargmannProduct.bargmannNormSq_monomial_mul_C' depends on axioms: [propext, Classical.choice, Quot.sound]
```

## From the Lean statements to the oscillator

States have type `ℂ[X]`, so each has finitely many quanta, with no common cutoff. `bargmannForm` is the inner product, linear in its second slot, and `bargmannNormSq` is the real squared norm. `diffOp r` is $r(D)$, and `conjDeriv p k` is $r_k$. The sum over `Finset.range (p.natDegree + 1)` runs from $0$ to $n$, and `p.leadingCoeff` is $p_n$. For $p=0$ Lean sets the degree to 0, and the bound reads $0\le0$.

`bargmannNormSq_mul` is the identity, and `bargmannNormSq_mul_ge` contains the bound and the equality criterion. Both hold for all polynomials $p$ and $q$. `bargmannNormSq_monomial_mul_C` shows that a monomial times a constant attains equality; its `a` is the coefficient of the monomial, not the annihilation operator. That there is no other case for $n\ge1$ and $q\ne0$ is derived above from the equality criterion, and is not a separate theorem in the file. The commutator $[a,a^\dagger]=1$ is not assumed, since it is the product rule for $D$ and $X$.

The reordering lemma `diffOp_mul` has a hypothesis, `hN`, that $N$ is at least the degree of $g$. Without it the formula fails already for $f=g=X$, $q=1$ and $N=0$: the left side is $DX=1$, but the single remaining term is $X\,D1=0$.

The norm is defined by coefficients, and its expression as a Gaussian integral is not treated. Nor are infinite series such as coherent states, several modes, or rounding errors.

## How the lemmas follow the derivation

`bargmannForm_eq_sum` allows the form to be summed over any finite set containing the support of the second state. `bargmannForm_conj_symm` uses this to put both orders of the arguments on one common set.

In `bargmannForm_mul`, the local fact `hX` is the adjoint rule for $X$, checked on monomials. An induction on $p$ extends it from constants through sums and one further power of $X$ at a time.

`diffOp_mul` follows the same induction on $f$. There `hXD` is the derivative rule for $Xf$, and `hL` is the product rule applied to one term. `Finset.sum_range_succ` isolates the top term, which `iterate_derivative_eq_zero` removes; `Finset.sum_range_succ'` separates $k=0$ and so shifts the index.

`bargmannNormSq_mul` passes to complex numbers, where `bargmannNormSq_eq` identifies the norm with the form, and then uses the adjoint rule twice. `bargmannNormSq_mul_split` evaluates the last term, with `hd` computing the constant $p^{(n)}$. In `bargmannNormSq_mul_ge`, `linarith` obtains the bound from the non-negative remainder, and `Finset.sum_eq_zero_iff_of_nonneg` turns a vanishing remainder into vanishing terms.
